# The mean of $J_z$ is at most $j$ in absolute value in a state with $J^2=j(j+1)$

A magnetic moment proportional to its angular momentum $J$, placed in a field along $z$, has a mean energy proportional to $\langle J_z\rangle$, so one wants to know how large this mean can be when the squared length of $J$ has the definite value $j(j+1)$, in units with $\hbar=1$. A classical vector of that length could point fully along $z$ and reach $\sqrt{j(j+1)}$, but for Hermitian $J_x,J_y$ with $[J_x,J_y]=iJ_z$ and a number $j\ge 0$ the limit is $j$.

```lean
import Mathlib

open Complex

namespace AngularMomentumBounds

noncomputable section

variable {E : Type*} [NormedAddCommGroup E] [InnerProductSpace ℂ E]
variable {A Jx Jy Jz : Module.End ℂ E} {ψ : E} {j : ℝ}

/-- The real part of `⟨ψ, A ψ⟩`. For Hermitian `A` and a unit vector `ψ` this is the expectation
value of `A`. -/
def expect (A : Module.End ℂ E) (ψ : E) : ℝ := (inner ℂ ψ (A ψ)).re

/-- For Hermitian `A` and any vector `ψ`, `expect (A ^ 2) ψ` is the squared norm of `A ψ`. -/
theorem expect_sq (hA : LinearMap.IsSymmetric A) (ψ : E) :
    expect (A ^ 2) ψ = ‖A ψ‖ ^ 2 := by
  unfold expect
  rw [pow_two, Module.End.mul_apply, ← hA ψ (A ψ)]
  exact inner_self_eq_norm_sq (𝕜 := ℂ) (A ψ)

/-- If `Jx` and `Jy` are Hermitian and `[Jx, Jy] = i Jz`, then `Jz` is Hermitian. -/
theorem jz_isSymmetric (hx : LinearMap.IsSymmetric Jx) (hy : LinearMap.IsSymmetric Jy)
    (hc : Jx * Jy - Jy * Jx = I • Jz) : LinearMap.IsSymmetric Jz := by
  intro x y
  have e : ∀ v, Jx (Jy v) - Jy (Jx v) = I • Jz v := fun v => LinearMap.congr_fun hc v
  -- move the commutator from the left slot to the right slot
  have h1 : -I * inner ℂ (Jz x) y = inner ℂ x (Jy (Jx y)) - inner ℂ x (Jx (Jy y)) := by
    calc -I * inner ℂ (Jz x) y = inner ℂ (I • Jz x) y := by
          rw [inner_smul_left, Complex.conj_I]
      _ = _ := by
          rw [← e x, inner_sub_left, hx (Jy x) y, hy x (Jx y), hy (Jx x) y, hx x (Jy y)]
  have h2 : inner ℂ x (Jx (Jy y)) - inner ℂ x (Jy (Jx y)) = I * inner ℂ x (Jz y) := by
    rw [← inner_sub_right, e y, inner_smul_right]
  apply mul_left_cancel₀ Complex.I_ne_zero
  linear_combination -h1 + h2

/-- For Hermitian `Jx`, `Jy` with `[Jx, Jy] = i Jz`, `expect Jz ψ` is twice the imaginary part of
the overlap of `Jx ψ` with `Jy ψ`. -/
theorem expect_jz (hx : LinearMap.IsSymmetric Jx) (hy : LinearMap.IsSymmetric Jy)
    (hc : Jx * Jy - Jy * Jx = I • Jz) (ψ : E) :
    expect Jz ψ = 2 * (inner ℂ (Jx ψ) (Jy ψ)).im := by
  have e : Jx (Jy ψ) - Jy (Jx ψ) = I • Jz ψ := LinearMap.congr_fun hc ψ
  have h := congrArg (fun v => inner ℂ ψ v) e
  simp only [inner_sub_right, inner_smul_right] at h
  rw [← hx ψ (Jy ψ), ← hy ψ (Jx ψ), ← inner_conj_symm (Jy ψ) (Jx ψ)] at h
  have h2 := congrArg Complex.im h
  simp only [Complex.sub_im, Complex.conj_im, Complex.mul_im, Complex.I_re, Complex.I_im,
    zero_mul, one_mul, zero_add] at h2
  unfold expect
  linarith

/-- For Hermitian `Jx`, `Jy` with `[Jx, Jy] = i Jz` and real `s`, the squared norm of
`(Jx + i s Jy) ψ` is `<Jx²> + s² <Jy²> - s <Jz>`, where `<A>` stands for `expect A ψ`. -/
theorem ladder_norm_sq (hx : LinearMap.IsSymmetric Jx) (hy : LinearMap.IsSymmetric Jy)
    (hc : Jx * Jy - Jy * Jx = I • Jz) (ψ : E) (s : ℝ) :
    ‖Jx ψ + ((s : ℂ) * I) • Jy ψ‖ ^ 2
      = expect (Jx ^ 2) ψ + s ^ 2 * expect (Jy ^ 2) ψ - s * expect Jz ψ := by
  have h1 : ∀ w : ℂ, RCLike.re ((s : ℂ) * I * w) = -(s * w.im) := by
    intro w
    change ((s : ℂ) * I * w).re = _
    simp [Complex.mul_re, Complex.mul_im]
  have h2 : ‖(s : ℂ) * I‖ = |s| := by simp
  rw [norm_add_sq (𝕜 := ℂ), inner_smul_right, norm_smul, expect_sq hx, expect_sq hy,
    expect_jz hx hy hc, h1, h2, mul_pow, sq_abs]
  ring

/-- For Hermitian `Jx`, `Jy` with `[Jx, Jy] = i Jz`, the sum `<Jx²> + <Jy²>` is at least
the absolute value of `<Jz>`. -/
theorem abs_expect_jz_le (hx : LinearMap.IsSymmetric Jx) (hy : LinearMap.IsSymmetric Jy)
    (hc : Jx * Jy - Jy * Jx = I • Jz) (ψ : E) :
    |expect Jz ψ| ≤ expect (Jx ^ 2) ψ + expect (Jy ^ 2) ψ := by
  -- the two ladder operators give the two signs
  have hp := ladder_norm_sq hx hy hc ψ 1
  have hm := ladder_norm_sq hx hy hc ψ (-1)
  have hp0 := sq_nonneg ‖Jx ψ + (((1 : ℝ) : ℂ) * I) • Jy ψ‖
  have hm0 := sq_nonneg ‖Jx ψ + (((-1 : ℝ) : ℂ) * I) • Jy ψ‖
  rw [hp] at hp0
  rw [hm] at hm0
  rw [abs_le]
  constructor <;> linarith

/-- For Hermitian `A` and a unit vector `ψ`, the variance `<A²> - <A>²` is the squared norm
of `(A - <A>) ψ`. -/
theorem variance_eq (hA : LinearMap.IsSymmetric A) (hψ : ‖ψ‖ = 1) :
    ‖A ψ - (expect A ψ : ℂ) • ψ‖ ^ 2 = expect (A ^ 2) ψ - expect A ψ ^ 2 := by
  have h : RCLike.re ((expect A ψ : ℂ) * inner ℂ ψ (A ψ)) = expect A ψ * expect A ψ := by
    change ((expect A ψ : ℂ) * inner ℂ ψ (A ψ)).re = _
    rw [Complex.re_ofReal_mul]
    rfl
  rw [norm_sub_sq (𝕜 := ℂ), inner_smul_right, hA ψ ψ, h, norm_smul, hψ, expect_sq hA,
    mul_one, Complex.norm_real, Real.norm_eq_abs, sq_abs]
  ring

/-- If a unit vector is an eigenvector of `Jx² + Jy² + Jz²` with eigenvalue `j (j + 1)`, the
three mean squares add up to `j (j + 1)`. -/
theorem expect_casimir (hψ : ‖ψ‖ = 1)
    (hj : (Jx ^ 2 + Jy ^ 2 + Jz ^ 2) ψ = ((j * (j + 1) : ℝ) : ℂ) • ψ) :
    expect (Jx ^ 2) ψ + expect (Jy ^ 2) ψ + expect (Jz ^ 2) ψ = j * (j + 1) := by
  have hn : inner ℂ ψ ψ = (1 : ℂ) := by
    rw [inner_self_eq_norm_sq_to_K, hψ]
    norm_num
  have h := congrArg (fun v => (inner ℂ ψ v).re) hj
  simp only [LinearMap.add_apply, inner_add_right, inner_smul_right, Complex.add_re,
    hn, mul_one] at h
  exact h

/-- Let `Jx`, `Jy` be Hermitian with `[Jx, Jy] = i Jz`. In a unit eigenvector of
`Jx² + Jy² + Jz²` with eigenvalue `j (j + 1)`, `j ≥ 0`, the mean of `Jz` is at most `j` in
absolute value. -/
theorem abs_expect_jz_le_j (hx : LinearMap.IsSymmetric Jx) (hy : LinearMap.IsSymmetric Jy)
    (hc : Jx * Jy - Jy * Jx = I • Jz) (hψ : ‖ψ‖ = 1) (hj0 : 0 ≤ j)
    (hj : (Jx ^ 2 + Jy ^ 2 + Jz ^ 2) ψ = ((j * (j + 1) : ℝ) : ℂ) • ψ) :
    |expect Jz ψ| ≤ j := by
  have h1 := abs_expect_jz_le hx hy hc ψ
  have h2 := expect_casimir hψ hj
  have h3 := variance_eq (jz_isSymmetric hx hy hc) hψ
  have h4 := sq_nonneg ‖Jz ψ - (expect Jz ψ : ℂ) • ψ‖
  have h5 := sq_abs (expect Jz ψ)
  have h6 := abs_nonneg (expect Jz ψ)
  -- now |m| + |m|² ≤ j + j², and t + t² increases for t ≥ 0
  by_contra h
  have h7 : 0 < |expect Jz ψ| - j := sub_pos.2 (not_le.1 h)
  have h8 : 0 < |expect Jz ψ| + j + 1 := by linarith
  nlinarith [mul_pos h7 h8]

/-- Let `Jx`, `Jy` be Hermitian with `[Jx, Jy] = i Jz`. For a unit eigenvector of
`Jx² + Jy² + Jz²` with eigenvalue `j (j + 1)`, the mean of `Jz` equals `j` exactly when the
vector is an eigenvector of `Jz` with eigenvalue `j`. -/
theorem expect_jz_eq_j_iff (hx : LinearMap.IsSymmetric Jx) (hy : LinearMap.IsSymmetric Jy)
    (hc : Jx * Jy - Jy * Jx = I • Jz) (hψ : ‖ψ‖ = 1)
    (hj : (Jx ^ 2 + Jy ^ 2 + Jz ^ 2) ψ = ((j * (j + 1) : ℝ) : ℂ) • ψ) :
    expect Jz ψ = j ↔ Jz ψ = (j : ℂ) • ψ := by
  constructor
  · intro h
    have h1 := (le_abs_self _).trans (abs_expect_jz_le hx hy hc ψ)
    have h2 := expect_casimir hψ hj
    have h3 := variance_eq (jz_isSymmetric hx hy hc) hψ
    rw [h] at h1 h3
    -- the variance of Jz has no room left
    have h4 : ‖Jz ψ - (j : ℂ) • ψ‖ ^ 2 = 0 :=
      le_antisymm (by nlinarith) (sq_nonneg _)
    exact sub_eq_zero.1 (norm_eq_zero.1 (pow_eq_zero_iff two_ne_zero |>.1 h4))
  · intro h
    have hn : inner ℂ ψ ψ = (1 : ℂ) := by
      rw [inner_self_eq_norm_sq_to_K, hψ]
      norm_num
    unfold expect
    rw [h, inner_smul_right, hn, mul_one, Complex.ofReal_re]

/-- The spin-1/2 operator `Sx` on `ℂ²`, in units of `ħ`. -/
def sx : Module.End ℂ (EuclideanSpace ℂ (Fin 2)) where
  toFun v := !₂[v 1 / 2, v 0 / 2]
  map_add' u v := by ext i; fin_cases i <;> simp <;> ring
  map_smul' c v := by ext i; fin_cases i <;> simp <;> ring

/-- The spin-1/2 operator `Sy` on `ℂ²`, in units of `ħ`. -/
def sy : Module.End ℂ (EuclideanSpace ℂ (Fin 2)) where
  toFun v := !₂[-I * v 1 / 2, I * v 0 / 2]
  map_add' u v := by ext i; fin_cases i <;> simp <;> ring
  map_smul' c v := by ext i; fin_cases i <;> simp <;> ring

/-- The spin-1/2 operator `Sz` on `ℂ²`, in units of `ħ`. -/
def sz : Module.End ℂ (EuclideanSpace ℂ (Fin 2)) where
  toFun v := !₂[v 0 / 2, -v 1 / 2]
  map_add' u v := by ext i; fin_cases i <;> simp <;> ring
  map_smul' c v := by ext i; fin_cases i <;> simp <;> ring

/-- The spin-up vector `(1, 0)`. -/
def up : EuclideanSpace ℂ (Fin 2) := !₂[1, 0]

/-- The spin-1/2 operators `Sx`, `Sy` are Hermitian with `[Sx, Sy] = i Sz`; the spin-up vector
is a unit eigenvector of `Sx² + Sy² + Sz²` with `j = 1/2`, and its mean `Sz` is `1/2`. -/
theorem spin_half_witness :
    LinearMap.IsSymmetric sx ∧ LinearMap.IsSymmetric sy ∧ sx * sy - sy * sx = I • sz ∧
    ‖up‖ = 1 ∧
    (sx ^ 2 + sy ^ 2 + sz ^ 2) up = (((1 / 2) * (1 / 2 + 1) : ℝ) : ℂ) • up ∧
    expect sz up = 1 / 2 := by
  have h2 : (starRingEnd ℂ) 2 = 2 := Complex.ext (by simp) (by simp)
  refine ⟨?_, ?_, ?_, ?_, ?_, ?_⟩
  · intro u v
    simp [sx, PiLp.inner_apply, Fin.sum_univ_two]
    rw [h2]
    ring
  · intro u v
    simp [sy, PiLp.inner_apply, Fin.sum_univ_two]
    rw [h2]
    ring
  · refine LinearMap.ext fun v => ?_
    ext i
    fin_cases i <;> simp [sx, sy, sz] <;> ring
  · simp [up, EuclideanSpace.norm_eq, Fin.sum_univ_two]
  · ext i
    fin_cases i
    · simp [sx, sy, sz, up, pow_two]
      linear_combination (-1 / 4 : ℂ) * Complex.I_sq
    · simp [sx, sy, sz, up, pow_two]
  · simp [expect, sz, up, PiLp.inner_apply, Fin.sum_univ_two]

end

end AngularMomentumBounds
```

```lean
#print axioms AngularMomentumBounds.abs_expect_jz_le_j
#print axioms AngularMomentumBounds.expect_jz_eq_j_iff
```

```
'AngularMomentumBounds.abs_expect_jz_le_j' depends on axioms: [propext, Classical.choice, Quot.sound]
'AngularMomentumBounds.expect_jz_eq_j_iff' depends on axioms: [propext, Classical.choice, Quot.sound]
```

## Two bounds and the state that reaches $j$

There are three main statements. All of them assume that $J_x$ and $J_y$ are Hermitian and that $[J_x,J_y]=iJ_z$.

`abs_expect_jz_le` says that for every vector $\psi$

$$|\langle J_z\rangle|\le\langle J_x^2\rangle+\langle J_y^2\rangle .$$

In a normalised state with a large mean along $z$, the sum of the two mean squares across $z$ is therefore large too, though one of them alone may be small.

`abs_expect_jz_le_j` adds that $\psi$ is a unit vector, that $(J_x^2+J_y^2+J_z^2)\psi=j(j+1)\psi$, and that $j\ge 0$. It concludes $|\langle J_z\rangle|\le j$.

`expect_jz_eq_j_iff` says that for such a unit eigenvector $\langle J_z\rangle=j$ holds exactly when $J_z\psi=j\psi$. A mean equal to $j$ thus leaves no spread in $J_z$. This theorem does not need the sign condition on $j$.

Finally, `spin_half_witness` exhibits a system that meets every hypothesis: a spin 1/2 in the spin-up state, whose mean $1/2$ equals $j$.

## Operators, states and the Casimir condition

The state space `E` is a complex inner product space of any dimension, and it need not be complete. An operator is an element of `Module.End ℂ E`, a linear map defined on all of `E`. `LinearMap.IsSymmetric A` is the Hermiticity condition $\langle Au,v\rangle=\langle u,Av\rangle$ for all vectors $u,v$. The inner product `inner ℂ` is conjugate-linear in its first slot, as in Dirac notation.

The function `expect A ψ` is the real part of $\langle\psi,A\psi\rangle$, which for Hermitian $A$ equals $\langle\psi,A\psi\rangle$ itself, since the imaginary part is zero. It does not divide by $\|\psi\|^2$. For a nonzero unnormalised vector the physical mean is `expect A ψ` divided by $\|\psi\|^2$; both sides of the first bound are divided by the same factor, so the bound keeps its form.

The hypothesis `hc` is the commutation relation with $\hbar=1$. Only this one of the three angular momentum relations is assumed, and the Hermiticity of $J_z$ follows from it. The hypothesis `hj` is the Casimir condition, which stands for a definite total angular momentum, as in an atomic level or a pure spin multiplet. The number $j$ is real. With all three relations it would have to be an integer or half-integer, but the hypotheses used here do not force that.

For spins the operators act on a finite-dimensional space and the model fits directly. Orbital angular momentum is unbounded on the full space of square-integrable functions, so there `E` has to be a smaller space that the operators map into itself, such as the Schwartz functions. Carrying the bounds over to states outside that space is a further step.

In electronic structure, the second bound says that a normalised many-electron wavefunction which is an exact eigenfunction of $S^2$ with spin $S$ has $|\langle S_z\rangle|\le S$. A spin-contaminated determinant does not satisfy that eigenvalue condition, so `abs_expect_jz_le_j` does not cover it as stated. The proof uses only the mean of $S^2$, however, so for a normalised determinant $|\langle S_z\rangle|\le j$ still holds with the number $j\ge 0$ defined by $\langle S^2\rangle=j(j+1)$.

## Transverse mean squares from the two ladder operators

For Hermitian $A$, moving one factor to the left slot gives

$$\langle A^2\rangle=\langle\psi,AA\psi\rangle=\langle A\psi,A\psi\rangle=\|A\psi\|^2 ,$$

which is `expect_sq`.

Next, put $w=\langle J_x\psi,J_y\psi\rangle$. Taking the inner product of the commutation relation with $\psi$ gives

$$i\langle\psi,J_z\psi\rangle=\langle\psi,J_xJ_y\psi\rangle-\langle\psi,J_yJ_x\psi\rangle=w-\bar w=2i\,\mathrm{Im}\,w ,$$

so $\langle J_z\rangle=2\,\mathrm{Im}\,w$. This is `expect_jz`. In Lean, `LinearMap.congr_fun` applies the operator equation to $\psi$, the symmetry hypotheses move $J_x$ and $J_y$ to the left, and `congrArg Complex.im` compares imaginary parts.

For real $s$, expand the square:

$$\|J_x\psi+is\,J_y\psi\|^2=\|J_x\psi\|^2+2\,\mathrm{Re}(is\,w)+s^2\|J_y\psi\|^2 .$$

Since $\mathrm{Re}(is\,w)=-s\,\mathrm{Im}\,w$, the middle term is $-s\langle J_z\rangle$, and

$$\|(J_x+is\,J_y)\psi\|^2=\langle J_x^2\rangle+s^2\langle J_y^2\rangle-s\langle J_z\rangle .$$

This is `ladder_norm_sq`; its `h1` is the real-part identity and `norm_add_sq` does the expansion. The values $s=1$ and $s=-1$ give the ladder operators $J_+$ and $J_-$. The left side is never negative, so

$$\langle J_z\rangle\le\langle J_x^2\rangle+\langle J_y^2\rangle,\qquad -\langle J_z\rangle\le\langle J_x^2\rangle+\langle J_y^2\rangle .$$

Together these are the first bound. In `abs_expect_jz_le` they come from `hp0` and `hm0`, and `abs_le` joins them.

## From the Casimir value to the limit $j$

The second bound also uses the variance of $J_z$, and for that $J_z$ must be Hermitian. For any vectors $u,v$,

$$-i\langle J_zu,v\rangle=\langle[J_x,J_y]u,v\rangle=-\langle u,[J_x,J_y]v\rangle=-i\langle u,J_zv\rangle .$$

Cancelling $-i$ gives the claim. `jz_isSymmetric` does this with `h1` for the left slot and `h2` for the right, and cancels the factor $i$ by `mul_left_cancel₀`.

For Hermitian $A$, a unit vector $\psi$ and $a=\langle A\rangle$,

$$\|A\psi-a\psi\|^2=\|A\psi\|^2-2a\langle A\rangle+a^2=\langle A^2\rangle-a^2 .$$

This is `variance_eq`. With $A=J_z$ and $m=\langle J_z\rangle$ it gives $m^2\le\langle J_z^2\rangle$.

The inner product of the Casimir equation with the unit vector $\psi$ is

$$\langle J_x^2\rangle+\langle J_y^2\rangle+\langle J_z^2\rangle=j(j+1),$$

which is `expect_casimir`. The first two terms are at least $|m|$ and the third is at least $m^2$. Hence

$$|m|+m^2\le j(j+1),\qquad\text{that is}\qquad(|m|-j)(|m|+j+1)\le 0 .$$

Because $j\ge 0$, the second factor is positive, so $|m|\le j$. The proof of `abs_expect_jz_le_j` argues by contradiction: if $|m|>j$, then `h7` and `h8` make both factors positive, and `nlinarith` finds that their product conflicts with the inequality.

Now suppose $m=j$. The first bound gives $\langle J_x^2\rangle+\langle J_y^2\rangle\ge j$, so

$$\langle J_z^2\rangle\le j(j+1)-j=j^2 .$$

The variance $\langle J_z^2\rangle-j^2$ is then at most zero. It is also the squared norm of $J_z\psi-j\psi$, so this vector vanishes and $J_z\psi=j\psi$. That is the step `h4` in `expect_jz_eq_j_iff`. Conversely, if $J_z\psi=j\psi$, then $\langle J_z\rangle=j\|\psi\|^2=j$.

## Spin 1/2 reaches the limit

The maps `sx`, `sy` and `sz` are the spin operators, which are half the Pauli matrices. On a vector with components $v_0,v_1$ they act as

$$S_xv=\tfrac12(v_1,v_0),\quad S_yv=\tfrac12(-iv_1,iv_0),\quad S_zv=\tfrac12(v_0,-v_1).$$

Applying the first two in both orders gives

$$S_xS_yv=\tfrac{i}{4}(v_0,-v_1),\qquad S_yS_xv=-\tfrac{i}{4}(v_0,-v_1),$$

and their difference is $iS_zv$. Each operator squares to $\tfrac14$, so the Casimir value is $\tfrac34=\tfrac12(\tfrac12+1)$. The vector `up` is $(1,0)$, with norm 1 and $\langle S_z\rangle=\tfrac12$. For Hermiticity one writes out $\langle S_xu,v\rangle$ and $\langle u,S_xv\rangle$ in components and compares them, and likewise for $S_y$. The Lean proof makes these same checks, using `fin_cases` to treat the two components of a vector separately.

## Without the commutation relation

Take the one-dimensional space $\mathbb C$ with $\psi=1$, $J_x=J_y=0$ and $J_z=\sqrt2$. All three operators are Hermitian, and the Casimir equation holds with $j=1$, since $0+0+2=1\cdot 2$. Yet $\langle J_z\rangle=\sqrt2$ exceeds both $j=1$ and $\langle J_x^2\rangle+\langle J_y^2\rangle=0$. Hermiticity and the Casimir value alone therefore imply neither bound. The example behaves like the classical vector that lies entirely along $z$, and the relation $[J_x,J_y]=iJ_z$ excludes it because its left side is zero and its right side is not.
